# Real eigenvalues in [0,1) for the forward-backward sweep when A and M + Mᵀ − A are positive definite

Q: Before I trust any theorem here, what are the objects?

A: We solve \(Ax=b\) by the update \(x\leftarrow x+M^{-1}(b-Ax)\), where \(M\) is an invertible splitting matrix. All matrices are real, with rows and columns labelled by a finite set `n`.

In Lean 4 with Mathlib:

```lean
import Mathlib

open Matrix

namespace SymmetrizedSweep

noncomputable section

variable {n : Type*} [Fintype n] [DecidableEq n]
```

Positive definiteness includes symmetry: \(A^T=A\), and \(x^TAx>0\) for every real \(x\neq0\).

```lean
/-- A real matrix is symmetric positive definite: it equals its transpose and its quadratic
form is positive on nonzero vectors. -/
def IsSPD {m : Type*} [Fintype m] (A : Matrix m m ℝ) : Prop :=
  Aᵀ = A ∧ ∀ x : m → ℝ, x ≠ 0 → 0 < x ⬝ᵥ A *ᵥ x
```

The update multiplies the error by \(T=1-M^{-1}A\), the forward sweep.

```lean
/-- The error propagation matrix of one forward sweep with splitting matrix `M`. -/
def forwardSweep (A M : Matrix n n ℝ) : Matrix n n ℝ := 1 - M⁻¹ * A
```

Following it with the same update built on \(M^T\) gives the double sweep \(S=(1-M^{-T}A)\,T\), with the forward factor acting first.

```lean
/-- The error propagation matrix of a forward sweep with `M` followed by a backward sweep
with the transpose of `M`. -/
def doubleSweep (A M : Matrix n n ℝ) : Matrix n n ℝ :=
  (1 - (Mᵀ)⁻¹ * A) * forwardSweep A M
```

Two more matrices are needed: \(W=M+M^T-A\) and \(B=M^{-T}WM^{-1}\).

```lean
/-- The matrix `W = M + Mᵀ - A` of the splitting. -/
def splittingWeight {m : Type*} (A M : Matrix m m ℝ) : Matrix m m ℝ := M + Mᵀ - A

/-- The symmetrized preconditioner `B = M⁻ᵀ W M⁻¹`. -/
def preconditioner (A M : Matrix n n ℝ) : Matrix n n ℝ :=
  (Mᵀ)⁻¹ * splittingWeight A M * M⁻¹
```

Q: What is assumed about them, and what does \(W\) mean physically?

A: `IsSPD A`, `IsUnit M.det` (that is, \(M\) is invertible) and `IsSPD (splittingWeight A M)`. The last is a condition on the splitting. If a forward sweep changes the iterate by \(d\), the energy \(\tfrac12x^TAx-b^Tx\) falls by \(\tfrac12d^TWd\), so positive \(W\) means that every nonzero correction lowers the energy.

Q: Why should two sweeps amount to one step with \(B\)?

A: Expand both sides. First,
\[
B=M^{-T}(M+M^T-A)M^{-1}=M^{-T}+M^{-1}-M^{-T}AM^{-1}.
\]
Then
\[
S=1-M^{-T}A-M^{-1}A+M^{-T}AM^{-1}A=1-BA.
\]
For positivity of \(B\), use the congruence identity \(x^TP^TWPx=(Px)^TW(Px)\).

```lean
omit [DecidableEq n] in
/-- The quadratic form of `Pᵀ W P` at `x` is the quadratic form of `W` at `P x`. -/
theorem quadratic_congruence (P W : Matrix n n ℝ) (x : n → ℝ) :
    x ⬝ᵥ (Pᵀ * W * P) *ᵥ x = (P *ᵥ x) ⬝ᵥ W *ᵥ (P *ᵥ x) := by
  rw [← Matrix.mulVec_mulVec, ← Matrix.mulVec_mulVec, Matrix.dotProduct_mulVec,
    Matrix.vecMul_transpose]
```

In `doubleSweep_eq`, `hB` is the expansion of \(B\), and `noncomm_ring` multiplies out without commuting matrices.

```lean
/-- The forward-backward double sweep is a single preconditioned step `1 - B A`. -/
theorem doubleSweep_eq (A M : Matrix n n ℝ) (hM : IsUnit M.det) :
    doubleSweep A M = 1 - preconditioner A M * A := by
  have h1 : M * M⁻¹ = 1 := Matrix.mul_nonsing_inv M hM
  have h2 : (Mᵀ)⁻¹ * Mᵀ = 1 :=
    Matrix.nonsing_inv_mul _ (by rwa [Matrix.det_transpose])
  -- the preconditioner is the sum of both one-sided ones minus their overlap
  have hB : preconditioner A M = (Mᵀ)⁻¹ + M⁻¹ - (Mᵀ)⁻¹ * A * M⁻¹ := by
    unfold preconditioner splittingWeight
    calc (Mᵀ)⁻¹ * (M + Mᵀ - A) * M⁻¹
        = (Mᵀ)⁻¹ * (M * M⁻¹) + ((Mᵀ)⁻¹ * Mᵀ) * M⁻¹ - (Mᵀ)⁻¹ * A * M⁻¹ := by
          noncomm_ring
      _ = _ := by rw [h1, h2, mul_one, one_mul]
  rw [hB, doubleSweep, forwardSweep]
  noncomm_ring
```

With \(P=M^{-1}\), the congruence gives \(x^TBx=(M^{-1}x)^TW(M^{-1}x)\). This is positive for \(x\neq0\), because \(M^{-1}x=0\) would force \(x=0\). Symmetry of \(B\) follows from that of \(W\).

```lean
/-- The symmetrized preconditioner is symmetric positive definite when `W` is and `M` is invertible.
-/
theorem preconditioner_spd (A M : Matrix n n ℝ) (hM : IsUnit M.det)
    (hW : IsSPD (splittingWeight A M)) : IsSPD (preconditioner A M) := by
  have hB : preconditioner A M = (M⁻¹)ᵀ * splittingWeight A M * M⁻¹ := by
    rw [preconditioner, Matrix.transpose_nonsing_inv]
  rw [hB]
  refine ⟨?_, fun x hx => ?_⟩
  · rw [Matrix.transpose_mul, Matrix.transpose_mul, Matrix.transpose_transpose, hW.1,
      Matrix.mul_assoc]
  · rw [quadratic_congruence]
    refine hW.2 _ fun h0 => hx ?_
    have h := congrArg (fun y => M *ᵥ y) h0
    simpa only [Matrix.mulVec_mulVec, Matrix.mul_nonsing_inv M hM, Matrix.one_mulVec,
      Matrix.mulVec_zero] using h
```

Q: \(S\) is not symmetric in general. Where would real eigenvalues come from?

A: From the energy form \(x^TAy\). Since \(T^T=1-AM^{-T}\),
\[
AS=A(1-M^{-T}A)T=(1-AM^{-T})AT=T^TAT,
\]
which is symmetric.

```lean
/-- For symmetric `A`, the double sweep `S` and the forward sweep `T` satisfy `A S = Tᵀ A T`. -/
theorem energy_factorization (A M : Matrix n n ℝ) (hA : Aᵀ = A) :
    A * doubleSweep A M = (forwardSweep A M)ᵀ * A * forwardSweep A M := by
  have hT : (forwardSweep A M)ᵀ = 1 - A * (Mᵀ)⁻¹ := by
    rw [forwardSweep, Matrix.transpose_sub, Matrix.transpose_one, Matrix.transpose_mul, hA,
      Matrix.transpose_nonsing_inv]
  rw [hT, doubleSweep]
  noncomm_ring
```

Now let \(Sx=\mu x\) with \(\mu\) and \(x\neq0\) real. The factorization gives
\[
\mu\,x^TAx=(Tx)^TA(Tx)\ge0,
\]
so \(\mu\ge0\). Also \(BAx=(1-\mu)x\). Put \(y=Ax\), which is nonzero because \(x^TAx>0\). Then
\[
0<y^TBy=(1-\mu)\,x^TAx,
\]
so \(\mu<1\). The two bullets of the proof are these two bounds.

```lean
/-- When `A` and `W` are symmetric positive definite and `M` is invertible, every real eigenvalue of
the double sweep lies in `[0, 1)`. -/
theorem real_eigenvalue_mem (A M : Matrix n n ℝ) (hA : IsSPD A) (hM : IsUnit M.det)
    (hW : IsSPD (splittingWeight A M)) (μ : ℝ) (x : n → ℝ) (hx : x ≠ 0)
    (h : doubleSweep A M *ᵥ x = μ • x) : 0 ≤ μ ∧ μ < 1 := by
  have ha := hA.2 x hx
  constructor
  · -- the energy of the swept error is nonnegative
    have h1 : x ⬝ᵥ (A * doubleSweep A M) *ᵥ x = μ * (x ⬝ᵥ A *ᵥ x) := by
      rw [← Matrix.mulVec_mulVec, h, Matrix.mulVec_smul, dotProduct_smul, smul_eq_mul]
    rw [energy_factorization A M hA.1, quadratic_congruence] at h1
    have h2 : 0 ≤ μ * (x ⬝ᵥ A *ᵥ x) := by
      rw [← h1]
      by_cases h0 : forwardSweep A M *ᵥ x = 0
      · rw [h0, zero_dotProduct]
      · exact (hA.2 _ h0).le
    exact nonneg_of_mul_nonneg_left h2 ha
  · -- the form of the preconditioner at `A x` is `1 - μ` times the form of `A` at `x`
    have hy : A *ᵥ x ≠ 0 := fun h0 => by
      rw [h0, dotProduct_zero] at ha
      exact lt_irrefl _ ha
    have hb := (preconditioner_spd A M hM hW).2 _ hy
    rw [doubleSweep_eq A M hM, Matrix.sub_mulVec, Matrix.one_mulVec,
      ← Matrix.mulVec_mulVec] at h
    have h3 : preconditioner A M *ᵥ (A *ᵥ x) = (1 - μ) • x := by
      rw [sub_smul, one_smul, ← h, sub_sub_cancel]
    rw [h3, dotProduct_smul, smul_eq_mul, dotProduct_comm] at hb
    have := (mul_pos_iff_of_pos_right ha).mp hb
    linarith
```

Q: That presupposes a real eigenvalue. A real matrix can have complex ones.

A: The next theorem takes \(\mu\in\mathbb C\) and a nonzero complex vector \(z\); `map` merely reads the entries of \(S\) as complex numbers. Write \(z=u+iv\) and \(\mu=a+ib\), with this \(b\) now a real number. Then
\[
Su=au-bv,\qquad Sv=bu+av,
\]
which are `hSu` and `hSv`. Symmetry of \(AS\) says \(u^TASv=v^TASu\), so
\[
b\,u^TAu+a\,u^TAv=a\,v^TAu-b\,v^TAv.
\]
The terms in \(a\) cancel because \(A\) is symmetric, leaving \(b\,(u^TAu+v^TAv)=0\), which is `hprod`. The bracket is positive, so \(b=0\). Whichever of \(u,v\) is nonzero is then a real eigenvector, and the previous theorem applies.

```lean
/-- When `A` and `W` are symmetric positive definite and `M` is invertible, every complex eigenvalue
of the forward-backward double sweep is real and lies in `[0, 1)`. -/
theorem eigenvalue_mem (A M : Matrix n n ℝ) (hA : IsSPD A) (hM : IsUnit M.det)
    (hW : IsSPD (splittingWeight A M)) (μ : ℂ) (z : n → ℂ) (hz : z ≠ 0)
    (h : (doubleSweep A M).map (fun r : ℝ => (r : ℂ)) *ᵥ z = μ • z) :
    μ.im = 0 ∧ 0 ≤ μ.re ∧ μ.re < 1 := by
  obtain ⟨u, hu⟩ : ∃ u : n → ℝ, ∀ i, u i = (z i).re := ⟨fun i => (z i).re, fun _ => rfl⟩
  obtain ⟨v, hv⟩ : ∃ v : n → ℝ, ∀ i, v i = (z i).im := ⟨fun i => (z i).im, fun _ => rfl⟩
  -- real and imaginary parts of the eigenvalue equation
  have hSu : doubleSweep A M *ᵥ u = μ.re • u - μ.im • v := by
    ext i
    have := congrArg Complex.re (congrFun h i)
    simp [Matrix.mulVec, dotProduct, hu, hv] at this ⊢
    linarith
  have hSv : doubleSweep A M *ᵥ v = μ.im • u + μ.re • v := by
    ext i
    have := congrArg Complex.im (congrFun h i)
    simp [Matrix.mulVec, dotProduct, hu, hv] at this ⊢
    linarith
  have huv : u ≠ 0 ∨ v ≠ 0 := by
    by_contra hn
    push Not at hn
    refine hz (funext fun i => Complex.ext ?_ ?_)
    · rw [← hu, hn.1]; rfl
    · rw [← hv, hn.2]; rfl
  have hsymm : ∀ C : Matrix n n ℝ, Cᵀ = C → u ⬝ᵥ C *ᵥ v = v ⬝ᵥ C *ᵥ u := fun C hC => by
    rw [Matrix.dotProduct_mulVec, ← Matrix.mulVec_transpose, hC, dotProduct_comm]
  have hAS : (A * doubleSweep A M)ᵀ = A * doubleSweep A M := by
    rw [energy_factorization A M hA.1, Matrix.transpose_mul, Matrix.transpose_mul,
      Matrix.transpose_transpose, hA.1, Matrix.mul_assoc]
  have hs := hsymm _ hAS
  have hc := hsymm A hA.1
  simp only [← Matrix.mulVec_mulVec, hSu, hSv, Matrix.mulVec_add, Matrix.mulVec_sub,
    Matrix.mulVec_smul, dotProduct_add, dotProduct_sub, dotProduct_smul, smul_eq_mul] at hs
  have hnn : ∀ x : n → ℝ, 0 ≤ x ⬝ᵥ A *ᵥ x := fun x => by
    by_cases h0 : x = 0
    · rw [h0, zero_dotProduct]
    · exact (hA.2 x h0).le
  have hpos : 0 < u ⬝ᵥ A *ᵥ u + v ⬝ᵥ A *ᵥ v := by
    rcases huv with h0 | h0
    · linarith [hA.2 u h0, hnn v]
    · linarith [hA.2 v h0, hnn u]
  -- symmetry in the energy form removes the imaginary part
  have hprod : μ.im * (u ⬝ᵥ A *ᵥ u + v ⬝ᵥ A *ᵥ v) = 0 := by
    linear_combination hs - μ.re * hc
  have him : μ.im = 0 := (mul_eq_zero.mp hprod).resolve_right hpos.ne'
  refine ⟨him, ?_⟩
  rcases huv with h0 | h0
  · exact real_eigenvalue_mem A M hA hM hW _ u h0 (by rw [hSu, him]; simp)
  · exact real_eigenvalue_mem A M hA hM hW _ v h0 (by rw [hSv, him]; simp)
```

Q: And the preconditioned matrix itself?

A: If \(BAz=\nu z\), then \(Sz=(1-\nu)z\). Hence \(\nu\) is real and \(0<\nu\le1\).

```lean
/-- When `A` and `W` are symmetric positive definite and `M` is invertible, every complex eigenvalue
of the preconditioned matrix `B A` is real and lies in `(0, 1]`. -/
theorem preconditioned_eigenvalue_mem (A M : Matrix n n ℝ) (hA : IsSPD A)
    (hM : IsUnit M.det) (hW : IsSPD (splittingWeight A M)) (ν : ℂ) (z : n → ℂ) (hz : z ≠ 0)
    (h : (preconditioner A M * A).map (fun r : ℝ => (r : ℂ)) *ᵥ z = ν • z) :
    ν.im = 0 ∧ 0 < ν.re ∧ ν.re ≤ 1 := by
  have hmap : ∀ C : Matrix n n ℝ, (1 - C).map (fun r : ℝ => (r : ℂ))
      = 1 - C.map (fun r : ℝ => (r : ℂ)) := fun C => by
    ext i j
    by_cases hij : i = j <;> simp [hij]
  obtain ⟨h1, h2, h3⟩ := eigenvalue_mem A M hA hM hW (1 - ν) z hz (by
    rw [doubleSweep_eq A M hM, hmap, Matrix.sub_mulVec, Matrix.one_mulVec, h, sub_smul,
      one_smul])
  simp only [Complex.sub_im, Complex.one_im, Complex.sub_re, Complex.one_re] at h1 h2 h3
  exact ⟨by linarith, by linarith, by linarith⟩

end

end SymmetrizedSweep
```

```lean
#print axioms SymmetrizedSweep.eigenvalue_mem
-- 'SymmetrizedSweep.eigenvalue_mem' depends on axioms: [propext, Classical.choice, Quot.sound]
#print axioms SymmetrizedSweep.preconditioned_eigenvalue_mem
-- 'SymmetrizedSweep.preconditioned_eigenvalue_mem' depends on axioms: [propext, Classical.choice, Quot.sound]
```

Q: Show me numbers.

A: Take Gauss–Seidel, where \(M\) is the lower triangle of \(A\):
\[
A=\begin{pmatrix}2&1\\1&2\end{pmatrix},\quad
M=\begin{pmatrix}2&0\\1&2\end{pmatrix},\quad
W=\begin{pmatrix}2&0\\0&2\end{pmatrix}.
\]
Then
\[
T=\begin{pmatrix}0&-\tfrac12\\0&\tfrac14\end{pmatrix},\quad
B=\begin{pmatrix}\tfrac58&-\tfrac14\\-\tfrac14&\tfrac12\end{pmatrix},\quad
S=1-BA=\begin{pmatrix}0&-\tfrac18\\0&\tfrac14\end{pmatrix}.
\]
The eigenvalues of \(S\) are \(0\) and \(\tfrac14\); those of \(BA\) are \(1\) and \(\tfrac34\). The value \(0\) does occur, so the lower end of the interval belongs there.

Q: Does this settle convergence of my SCF cycle?

A: No. It concerns a fixed, finite, real linear system, such as a discretised Poisson equation for the Hartree potential with a positive definite matrix, and not the nonlinear SCF map. For such a system, eigenvalues of \(S\) in \([0,1)\) imply that repeated double sweeps drive the error to zero, but that limit is a textbook consequence and not one of the theorems above. Nor do they give a rate: the largest eigenvalue may lie close to one.
